# For $\hbar\neq0$, every linear derivation of the polynomial Moyal algebra is inner

Observables are modelled here as complex polynomials in one position $q$ and one momentum $p$, with no Hilbert space. In Lean they form `Obs`, where `X 0` is $q$ and `X 1` is $p$.

```lean
import Mathlib

open MvPolynomial

namespace MoyalDerivations

noncomputable section

/-- Polynomial observables on the phase plane; `X 0` is the position q, `X 1` the momentum p. -/
abbrev Obs := MvPolynomial (Fin 2) ℂ
```

## Polynomial observables: a finite star product

Write $x$ for either coordinate, with $\{q,\cdot\}=\partial_p$ and $\{p,\cdot\}=-\partial_q$ (`canon`). Set $\Pi^0(f,g)=fg$ and

$$\Pi^{n+1}(f,g)=\Pi^n(\partial_qf,\partial_pg)-\Pi^n(\partial_pf,\partial_qg).$$

```lean
local notation "∂q" => (pderiv 0 : Derivation ℂ Obs Obs)
local notation "∂p" => (pderiv 1 : Derivation ℂ Obs Obs)

/-- The Poisson bracket with a coordinate: {q, ·} = ∂/∂p and {p, ·} = -∂/∂q. -/
def canon (i : Fin 2) : Derivation ℂ Obs Obs := ![∂p, -∂q] i

/-- The n-th power of the Poisson bidifferential operator, applied to a pair of observables. -/
def poissonPow : ℕ → Obs →ₗ[ℂ] Obs →ₗ[ℂ] Obs
  | 0 => LinearMap.mul ℂ Obs
  | n + 1 => (poissonPow n).compl₁₂ (∂q).toLinearMap (∂p).toLinearMap
      - (poissonPow n).compl₁₂ (∂p).toLinearMap (∂q).toLinearMap
```

Since partial derivatives commute, the product rule gives, by induction on $n$,

$$\Pi^{n+1}(xf,g)=x\,\Pi^{n+1}(f,g)+(n+1)\,\Pi^n(f,\{x,g\}).$$

```lean
/-- The bracket with a coordinate commutes with partial derivatives. -/
theorem canon_pderiv (i j : Fin 2) (g : Obs) :
    canon i (pderiv j g) = pderiv j (canon i g) := by
  have hc : ∀ a b : Fin 2, pderiv a (pderiv b g) = pderiv b (pderiv a g) := by
    intro a b
    induction g using MvPolynomial.induction_on with
    | C a => simp
    | add f g hf hg => simp only [map_add, hf, hg]
    | mul_X f i hf =>
      have hx : ∀ j k : Fin 2, pderiv j (pderiv k (X i : Obs)) = 0 := by
        intro j k
        rw [pderiv_X, Pi.single_apply]
        split_ifs <;> simp
      simp only [Derivation.leibniz, smul_eq_mul, map_add, hf, hx]
      ring
  revert i
  refine Fin.forall_fin_two.2 ⟨hc 1 j, ?_⟩
  show -(∂q (pderiv j g)) = pderiv j (-(∂q g))
  rw [map_neg, hc 0 j]

/-- How a coordinate factor passes through a power of the Poisson operator. -/
theorem poissonPow_coord_mul (i : Fin 2) (n : ℕ) (f g : Obs) :
    poissonPow (n + 1) (X i * f) g
      = X i * poissonPow (n + 1) f g + ((n : ℂ) + 1) • poissonPow n f (canon i g) := by
  have hs : ∀ n f g, poissonPow (n + 1) f g
      = poissonPow n (∂q f) (∂p g) - poissonPow n (∂p f) (∂q g) := fun _ _ _ => rfl
  have key : ∀ n f g, poissonPow n (∂q (X i * f)) (∂p g) - poissonPow n (∂p (X i * f)) (∂q g)
      = poissonPow n (X i * ∂q f) (∂p g) - poissonPow n (X i * ∂p f) (∂q g)
        + poissonPow n f (canon i g) := by
    intro n f g
    have c0 : canon 0 g = ∂p g := rfl
    have c1 : canon 1 g = -(∂q g) := rfl
    have x01 : ∂q (X 1 : Obs) = 0 := pderiv_X_of_ne (by decide)
    have x10 : ∂p (X 0 : Obs) = 0 := pderiv_X_of_ne (by decide)
    revert i
    refine Fin.forall_fin_two.2 ⟨?_, ?_⟩ <;>
    · simp only [Derivation.leibniz, smul_eq_mul, c0, c1, x01, x10, pderiv_X_self, mul_one,
        mul_zero, add_zero, map_add, map_neg, LinearMap.add_apply]
      abel
  induction n generalizing f g with
  | zero =>
    have h0 : ∀ a b, poissonPow 0 a b = a * b := fun _ _ => rfl
    rw [hs, key, hs]
    simp only [h0, Nat.cast_zero, zero_add, one_smul]
    ring
  | succ n ih =>
    rw [hs (n + 1) (X i * f) g, key (n + 1), ih, ih, hs (n + 1) f g, hs n f (canon i g),
      canon_pderiv, canon_pderiv, mul_sub]
    push_cast
    module
```

High powers therefore vanish on any given polynomial $f$, and $f\star g=\sum_n\frac{\lambda^n}{n!}\Pi^n(f,g)$, with $\lambda=i\hbar/2$, is a finite sum. For general smooth functions the series need not terminate or converge.

```lean
/-- On a given polynomial all sufficiently high powers of the Poisson operator vanish. -/
theorem poissonPow_eventually_zero (f : Obs) :
    ∃ N, ∀ n ≥ N, ∀ g, poissonPow n f g = 0 := by
  induction f using MvPolynomial.induction_on with
  | C a =>
    refine ⟨1, fun n hn g => ?_⟩
    cases n with
    | zero => omega
    | succ m =>
      show poissonPow m (∂q (C a)) (∂p g) - poissonPow m (∂p (C a)) (∂q g) = 0
      simp
  | add f g hf hg =>
    obtain ⟨N, hN⟩ := hf
    obtain ⟨M, hM⟩ := hg
    refine ⟨N + M, fun n hn k => ?_⟩
    rw [map_add, LinearMap.add_apply, hN n (by omega), hM n (by omega), add_zero]
  | mul_X f i hf =>
    obtain ⟨N, hN⟩ := hf
    refine ⟨N + 1, fun n hn g => ?_⟩
    cases n with
    | zero => omega
    | succ m =>
      rw [mul_comm, poissonPow_coord_mul, hN (m + 1) (by omega), hN m (by omega)]
      simp

/-- The coefficient (iħ/2)ⁿ/n! of the Moyal series. -/
def weight (ħ : ℂ) (n : ℕ) : ℂ := (Complex.I * ħ / 2) ^ n / (n.factorial : ℂ)

/-- The Moyal product: the sum over n of (iħ/2)ⁿ/n! times the n-th Poisson power. -/
def moyal (ħ : ℂ) : Obs →ₗ[ℂ] Obs →ₗ[ℂ] Obs :=
  have fin : ∀ f g, (Function.support fun n => weight ħ n • poissonPow n f g).Finite := by
    intro f g
    obtain ⟨N, hN⟩ := poissonPow_eventually_zero f
    refine (Set.finite_lt_nat N).subset fun n hn => ?_
    by_contra hc
    refine hn ?_
    show weight ħ n • poissonPow n f g = 0
    rw [hN n (not_lt.1 hc), smul_zero]
  LinearMap.mk₂ ℂ (fun f g => ∑ᶠ n : ℕ, weight ħ n • poissonPow n f g)
    (fun f f' g => by
      simp only [map_add, LinearMap.add_apply, smul_add]
      exact finsum_add_distrib (fin f g) (fin f' g))
    (fun c f g => by
      simp only [map_smul, LinearMap.smul_apply]
      rw [smul_finsum' c (fin f g)]
      exact finsum_congr fun n => smul_comm _ _ _)
    (fun f g g' => by
      simp only [map_add, smul_add]
      exact finsum_add_distrib (fin f g) (fin f g'))
    (fun c f g => by
      simp only [map_smul]
      rw [smul_finsum' c (fin f g)]
      exact finsum_congr fun n => smul_comm _ _ _)

local notation:70 f:70 " ⋆[" ħ "] " g:71 => moyal ħ f g

/-- Moyal multiplication by a constant from the left is ordinary scaling. -/
theorem moyal_C (ħ a : ℂ) (g : Obs) : C a ⋆[ħ] g = a • g := by
  show ∑ᶠ n : ℕ, weight ħ n • poissonPow n (C a) g = _
  rw [finsum_eq_single _ 0]
  · show weight ħ 0 • (C a * g) = _
    simp [weight, C_mul']
  · intro n hn
    cases n with
    | zero => exact absurd rfl hn
    | succ m =>
      show weight ħ (m + 1) • (poissonPow m (∂q (C a)) (∂p g)
        - poissonPow m (∂p (C a)) (∂q g)) = 0
      simp
```

Summing the rule for $\Pi^{n+1}$ gives

$$(xf)\star g=x(f\star g)+\lambda\,f\star\{x,g\}.$$

```lean
/-- A coordinate factor x leaves the Moyal product at the cost of (iħ/2) f ⋆ {x, g}. -/
theorem moyal_coord_mul (ħ : ℂ) (i : Fin 2) (f g : Obs) :
    (X i * f) ⋆[ħ] g = X i * (f ⋆[ħ] g) + (Complex.I * ħ / 2) • (f ⋆[ħ] (canon i g)) := by
  obtain ⟨N, hN⟩ := poissonPow_eventually_zero f
  have key : ∀ (u v : Obs) (M : ℕ), (∀ n ≥ M, poissonPow n u v = 0) →
      u ⋆[ħ] v = ∑ n ∈ Finset.range M, weight ħ n • poissonPow n u v := by
    intro u v M h
    show ∑ᶠ n : ℕ, weight ħ n • poissonPow n u v = _
    apply finsum_eq_sum_of_support_subset
    intro n hn
    by_contra hc
    refine hn ?_
    show weight ħ n • poissonPow n u v = 0
    rw [h n (by simpa using hc), smul_zero]
  have hX : ∀ n ≥ N + 1, poissonPow n (X i * f) g = 0 := by
    intro n hn
    cases n with
    | zero => omega
    | succ m =>
      rw [poissonPow_coord_mul, hN (m + 1) (by omega), hN m (by omega)]
      simp
  rw [key _ g (N + 1) hX, key f g (N + 1) (fun n hn => hN n (by omega) g),
    key f (canon i g) N (fun n hn => hN n hn _), Finset.sum_range_succ' _ N,
    Finset.sum_range_succ' _ N, mul_add, Finset.mul_sum, Finset.smul_sum, add_right_comm,
    ← Finset.sum_add_distrib]
  refine congrArg₂ (· + ·) (Finset.sum_congr rfl fun k _ => ?_) ?_
  · have hw : weight ħ (k + 1) * ((k : ℂ) + 1) = Complex.I * ħ / 2 * weight ħ k := by
      have h1 : (k : ℂ) + 1 ≠ 0 := Nat.cast_add_one_ne_zero k
      have h2 : (k.factorial : ℂ) ≠ 0 := Nat.cast_ne_zero.2 k.factorial_ne_zero
      simp only [weight, Nat.factorial_succ, pow_succ]
      push_cast
      field_simp
    rw [poissonPow_coord_mul, smul_add, smul_smul, hw, mul_smul_comm, mul_smul]
  · show weight ħ 0 • (X i * f * g) = X i * (weight ħ 0 • (f * g))
    rw [mul_smul_comm, mul_assoc]
```

Setting $f=1$ and renaming gives $x\star f=xf+\lambda\{x,f\}$. Exchanging the factors multiplies $\Pi^n$ by $(-1)^n$, so $f\star x=xf-\lambda\{x,f\}$.

```lean
/-- Moyal multiplication by a coordinate x from the left and from the right: the ordinary
product plus or minus (iħ/2){x, f}. -/
theorem moyal_coord (ħ : ℂ) (i : Fin 2) (f : Obs) :
    X i ⋆[ħ] f = X i * f + (Complex.I * ħ / 2) • canon i f ∧
    f ⋆[ħ] (X i) = X i * f - (Complex.I * ħ / 2) • canon i f := by
  have left : ∀ ħ : ℂ, X i ⋆[ħ] f = X i * f + (Complex.I * ħ / 2) • canon i f := by
    intro ħ
    have h1 : ∀ g : Obs, 1 ⋆[ħ] g = g := fun g => by simpa using moyal_C ħ 1 g
    have h := moyal_coord_mul ħ i 1 f
    rwa [mul_one, h1, h1] at h
  -- exchanging the factors reverses the sign of ħ
  have swap : ∀ (n : ℕ) (f g : Obs), poissonPow n g f = (-1 : ℂ) ^ n • poissonPow n f g := by
    intro n
    induction n with
    | zero =>
      intro f g
      show g * f = (-1 : ℂ) ^ 0 • (f * g)
      rw [pow_zero, one_smul, mul_comm]
    | succ n ih =>
      intro f g
      show poissonPow n (∂q g) (∂p f) - poissonPow n (∂p g) (∂q f) = (-1 : ℂ) ^ (n + 1) •
        (poissonPow n (∂q f) (∂p g) - poissonPow n (∂p f) (∂q g))
      rw [ih (∂p f) (∂q g), ih (∂q f) (∂p g), pow_succ]
      module
  have flip : f ⋆[ħ] (X i) = X i ⋆[-ħ] f := by
    refine finsum_congr fun n => ?_
    rw [swap n (X i) f, smul_smul]
    congr 1
    simp only [weight]
    rw [show Complex.I * -ħ / 2 = Complex.I * ħ / 2 * (-1) by ring, mul_pow]
    ring
  refine ⟨left ħ, ?_⟩
  rw [flip, left]
  module
```

Associativity follows by induction on $f$. Partial derivatives commute with one another and obey the ordinary product rule, so they obey the Leibniz rule for each $\Pi^n$. Hence the bracket $\{x,\cdot\}$ obeys it for $\star$, and if the claim holds for $f$, then

$$\begin{aligned}((xf)\star g)\star k&=x(f\star g\star k)+\lambda f\star\big(g\star\{x,k\}+\{x,g\}\star k\big)\\&=(xf)\star(g\star k).\end{aligned}$$

In Lean, `MvPolynomial.induction_on` supplies the cases (constants, sums, a coordinate factor) and `module` collects coefficients.

```lean
/-- The Moyal product is associative. -/
theorem moyal_assoc (ħ : ℂ) (f g k : Obs) :
    (f ⋆[ħ] g) ⋆[ħ] k = f ⋆[ħ] (g ⋆[ħ] k) := by
  -- partial derivatives obey the Leibniz rule for the Moyal product
  have leib : ∀ (j : Fin 2) (f g : Obs),
      pderiv j (f ⋆[ħ] g) = (pderiv j f) ⋆[ħ] g + f ⋆[ħ] (pderiv j g) := by
    intro j f
    induction f using MvPolynomial.induction_on with
    | C a => intro g; simp [moyal_C]
    | add f f' hf hf' =>
      intro g
      simp only [map_add, LinearMap.add_apply, hf, hf']
      abel
    | mul_X f i hf =>
      intro g
      obtain ⟨ε, hε⟩ : ∃ ε : ℂ, pderiv j (X i : Obs) = C ε :=
        ⟨if i = j then 1 else 0, by rw [pderiv_X, Pi.single_apply]; split_ifs <;> simp⟩
      have hp : ∀ u : Obs, pderiv j (X i * u) = X i * pderiv j u + ε • u := by
        intro u
        rw [Derivation.leibniz, hε, smul_eq_mul, smul_eq_mul, mul_comm u, C_mul']
      rw [mul_comm f]
      simp only [moyal_coord_mul, hp, map_add, map_smul, Derivation.map_smul,
        LinearMap.add_apply, LinearMap.smul_apply, hf, canon_pderiv, mul_add, smul_add]
      module
  have leib' : ∀ (i : Fin 2) (f g : Obs),
      canon i (f ⋆[ħ] g) = (canon i f) ⋆[ħ] g + f ⋆[ħ] (canon i g) := by
    refine Fin.forall_fin_two.2 ⟨leib 1, fun f g => ?_⟩
    show -(∂q (f ⋆[ħ] g)) = (-(∂q f)) ⋆[ħ] g + f ⋆[ħ] (-(∂q g))
    simp only [map_neg, LinearMap.neg_apply, leib]
    abel
  induction f using MvPolynomial.induction_on generalizing g k with
  | C a => simp only [moyal_C, map_smul, LinearMap.smul_apply]
  | add f f' hf hf' => simp only [map_add, LinearMap.add_apply, hf, hf']
  | mul_X f i hf =>
    rw [mul_comm f]
    simp only [moyal_coord_mul, map_add, map_smul, LinearMap.add_apply, LinearMap.smul_apply,
      hf, leib', smul_add]
    module
```

## Nonzero $\hbar$: commutators that generate motion

Let $[f,g]=f\star g-g\star f$ and $D_hf=[h,f]/(i\hbar)$, which is `innerDer`. Associativity gives $[h,f\star g]=[h,f]\star g+f\star[h,g]$, so $D_h$ is a derivation. The coordinate formulas give

$$D_hq=-\partial_ph,\qquad D_hp=\partial_qh.$$

This is the reverse of Heisenberg evolution: the usual Hamiltonian is $H=-h$.

The proof uses `hħ` to cancel $i\hbar$. At $\hbar=0$ the product is commutative and all commutators vanish, yet $\partial_q$ is still a derivation. Lean's $\hbar$ may be any nonzero complex number.

```lean
/-- The map f ↦ (h ⋆ f - f ⋆ h)/(iħ) generated by the Hamiltonian h. -/
def innerDer (ħ : ℂ) (h : Obs) : Obs →ₗ[ℂ] Obs :=
  (Complex.I * ħ)⁻¹ • (moyal ħ h - (moyal ħ).flip h)

/-- For ħ ≠ 0 every Hamiltonian h generates a derivation of the Moyal product, which sends each
coordinate x to -{x, h}. -/
theorem innerDer_witness {ħ : ℂ} (hħ : ħ ≠ 0) (h : Obs) :
    (∀ f g, innerDer ħ h (f ⋆[ħ] g) = (innerDer ħ h f) ⋆[ħ] g + f ⋆[ħ] (innerDer ħ h g)) ∧
    ∀ i, innerDer ħ h (X i) = -canon i h := by
  refine ⟨fun f g => ?_, fun i => ?_⟩
  · simp only [innerDer, LinearMap.smul_apply, LinearMap.sub_apply, LinearMap.flip_apply,
      map_smul, map_sub, moyal_assoc]
    module
  · have e : h ⋆[ħ] (X i) - X i ⋆[ħ] h = (Complex.I * ħ) • (-canon i h) := by
      rw [(moyal_coord ħ i h).1, (moyal_coord ħ i h).2]
      module
    show (Complex.I * ħ)⁻¹ • (h ⋆[ħ] (X i) - X i ⋆[ħ] h) = _
    rw [e, smul_smul, inv_mul_cancel₀ (mul_ne_zero Complex.I_ne_zero hħ), one_smul]
```

## The Leibniz rule: no divergence, hence a Hamiltonian

The hypothesis `hD` says that $D$ is an infinitesimal symmetry of the quantum product. It gives $D1=D(1\star1)=2D1$, so $D1=0$. Applying $D$ to $[q,p]=i\hbar$ then yields

$$0=[Dq,p]+[q,Dp]=i\hbar\,(\partial_qDq+\partial_pDp).$$

With $a=Dq$ and $b=Dp$, define

$$h=-\int_0^p a\,dp'+\int_0^q r\,dq',\qquad r=b+\partial_q\int_0^p a\,dp'.$$

Here $\partial_pr=\partial_pb+\partial_qa=0$, so $\partial_ph=-a$ and $\partial_qh=b$. Two solutions differ by a polynomial with zero gradient, which is a constant. Lean integrates monomial by monomial (`anti`) and compares coefficients for uniqueness (`co`).

```lean
/-- A divergence-free polynomial vector field (a, b) on the phase plane has a polynomial
Hamiltonian h with ∂h/∂q = b and ∂h/∂p = -a, unique up to an additive constant. -/
theorem exists_hamiltonian (a b : Obs) (hab : ∂q a + ∂p b = 0) :
    ∃ h, (∂q h = b ∧ ∂p h = -a) ∧ ∀ k, ∂q k = b → ∂p k = -a → ∃ c, k = h + C c := by
  -- integration in one variable commutes with differentiation in the other
  have anti : ∀ i j : Fin 2, i ≠ j → ∃ T : Obs →ₗ[ℂ] Obs,
      (∀ f, pderiv i (T f) = f) ∧ ∀ f, pderiv j (T f) = T (pderiv j f) := by
    intro i j hij
    obtain ⟨T, hT⟩ : ∃ T : Obs →ₗ[ℂ] Obs, ∀ s a, T (monomial s a)
        = monomial (s + Finsupp.single i 1) (a * ((s i : ℂ) + 1)⁻¹) := by
      refine ⟨(basisMonomials (Fin 2) ℂ).constr ℂ fun s =>
        monomial (s + Finsupp.single i 1) ((s i : ℂ) + 1)⁻¹, fun s a => ?_⟩
      have e : (monomial s a : Obs) = a • basisMonomials (Fin 2) ℂ s := by
        simp [smul_monomial]
      rw [e, map_smul, Module.Basis.constr_basis, smul_monomial, smul_eq_mul]
    refine ⟨T, fun f => ?_, fun f => ?_⟩
    · induction f using MvPolynomial.induction_on' with
      | monomial s a =>
        have h0 : (s i : ℂ) + 1 ≠ 0 := Nat.cast_add_one_ne_zero _
        rw [hT, pderiv_monomial, add_tsub_cancel_right, Finsupp.add_apply,
          Finsupp.single_eq_same, Nat.cast_add, Nat.cast_one, mul_assoc,
          inv_mul_cancel₀ h0, mul_one]
      | add p r hp hr => rw [map_add, map_add, hp, hr]
    · induction f using MvPolynomial.induction_on' with
      | monomial s a =>
        have e : s + Finsupp.single i 1 - Finsupp.single j 1
            = s - Finsupp.single j 1 + Finsupp.single i 1 := by
          ext k
          by_cases hk : i = k
          · subst hk
            simp [hij.symm]
          · simp [Finsupp.single_apply, hk]
        have e1 : (s + Finsupp.single i 1 : Fin 2 →₀ ℕ) j = s j := by
          simp [hij]
        have e2 : (s - Finsupp.single j 1 : Fin 2 →₀ ℕ) i = s i := by
          simp [hij.symm]
        rw [hT, pderiv_monomial, pderiv_monomial, hT, e, e1, e2]
        congr 1
        ring
      | add p r hp hr => simp only [map_add, hp, hr]
  obtain ⟨S, hS, hS'⟩ := anti 1 0 (by decide)
  obtain ⟨T, hT, hT'⟩ := anti 0 1 (by decide)
  have hr : ∂p (b - ∂q (S (-a))) = 0 := by
    rw [map_sub, hS', hS, map_neg]
    linear_combination hab
  have hq : ∂q (S (-a) + T (b - ∂q (S (-a)))) = b := by rw [map_add, hT]; abel
  have hp : ∂p (S (-a) + T (b - ∂q (S (-a)))) = -a := by
    rw [map_add, hS, hT', hr, map_zero, add_zero]
  refine ⟨_, ⟨hq, hp⟩, fun k kq kp => ?_⟩
  generalize S (-a) + T (b - ∂q (S (-a))) = h at hq hp
  -- a polynomial with vanishing gradient is constant
  have co : ∀ (f : Obs) (i : Fin 2) (m : Fin 2 →₀ ℕ),
      coeff m (X i * pderiv i f) = (m i : ℂ) * coeff m f := by
    intro f i m
    induction f using MvPolynomial.induction_on' with
    | monomial s a =>
      rw [X_mul_pderiv_monomial, ← Nat.cast_smul_eq_nsmul ℂ, coeff_smul, smul_eq_mul,
        coeff_monomial]
      split_ifs with hs
      · rw [hs]
      · simp
    | add p r hp hr => rw [map_add, mul_add, coeff_add, hp, hr, coeff_add, mul_add]
  have hu : ∀ i : Fin 2, pderiv i (k - h) = 0 :=
    Fin.forall_fin_two.2 ⟨by rw [map_sub, kq, hq, sub_self], by rw [map_sub, kp, hp, sub_self]⟩
  refine ⟨coeff 0 (k - h), ?_⟩
  have hc : k - h = C (coeff 0 (k - h)) := by
    ext m
    rw [coeff_C]
    split_ifs with hm
    · rw [hm]
    · obtain ⟨i, hi⟩ : ∃ i, m i ≠ 0 := by
        by_contra hcon
        push Not at hcon
        exact hm (Finsupp.ext fun i => (hcon i).symm)
      have h0 := co (k - h) i m
      rw [hu i, mul_zero, coeff_zero] at h0
      exact (mul_eq_zero.1 h0.symm).resolve_left (Nat.cast_ne_zero.2 hi)
  rw [← hc]
  abel
```

Now $D$ and $D_h$ agree on $q$, $p$ and constants. Since $xf=\tfrac12(x\star f+f\star x)$, induction extends the agreement to all polynomials; this is `sym` inside `main`.

Without the Leibniz rule for $\star$ the conclusion fails: $D=q\partial_q$ is linear and obeys the ordinary product rule, but $(Dq,Dp)=(q,0)$ has divergence 1, so it is no $D_h$.

## Complex linearity: fixed coefficients

The type `Obs →ₗ[ℂ] Obs` makes $D$ complex-linear, so that $D(i\hbar)=i\hbar\,D1=0$ and sums are respected in the induction. Mere additivity would admit maps that differentiate the coefficients themselves.

The theorem reads: for $\hbar\neq0$ and such a $D$, some polynomial $h$ satisfies $D=D_h$, and $D=D_k$ exactly when $k=h+c$ for a constant $c$. It thus gives every infinitesimal symmetry of this one-degree-of-freedom polynomial model a Hamiltonian, but says nothing about whether $h$ is real or generates a finite-time flow.

```lean
/-- For ħ ≠ 0 every complex-linear derivation D of the Moyal algebra is generated by a polynomial
Hamiltonian h, and the Hamiltonians generating D are exactly h plus a constant. -/
theorem moyal_derivation_inner {ħ : ℂ} (hħ : ħ ≠ 0) (D : Obs →ₗ[ℂ] Obs)
    (hD : ∀ f g, D (f ⋆[ħ] g) = (D f) ⋆[ħ] g + f ⋆[ħ] (D g)) :
    ∃ h, D = innerDer ħ h ∧ ∀ k, D = innerDer ħ k ↔ ∃ c, k = h + C c := by
  have hX := fun h => (innerDer_witness hħ h).2
  -- derivations annihilate constants
  have const : ∀ E : Obs →ₗ[ℂ] Obs,
      (∀ f g, E (f ⋆[ħ] g) = (E f) ⋆[ħ] g + f ⋆[ħ] (E g)) → ∀ c, E (C c) = 0 := by
    intro E hE c
    have r : ∀ g : Obs, g ⋆[ħ] (C 1) = g := by
      intro g
      induction g using MvPolynomial.induction_on with
      | C a => rw [moyal_C, ← C_mul', C_1, mul_one]
      | add f g hf hg => rw [map_add, LinearMap.add_apply, hf, hg]
      | mul_X f i hf =>
        rw [mul_comm, moyal_coord_mul, hf, C_1, Derivation.map_one_eq_zero, map_zero,
          smul_zero, add_zero]
    have e1 := hE (C 1) (C 1)
    rw [r, r, moyal_C, one_smul] at e1
    have e2 : E (C 1) = 0 := by linear_combination -e1
    have hcc : (C c : Obs) = c • C 1 := by rw [← C_mul', C_1, mul_one]
    rw [hcc, map_smul, e2, smul_zero]
  -- D applied to the canonical commutator: the field (D q, D p) has no divergence
  have e : D (innerDer ħ (X 0) (X 1))
      = innerDer ħ (D (X 0)) (X 1) - innerDer ħ (D (X 1)) (X 0) := by
    simp only [innerDer, LinearMap.smul_apply, LinearMap.sub_apply, LinearMap.flip_apply,
      map_smul, map_sub, hD]
    module
  have one : -canon 1 (X 0 : Obs) = C 1 := by
    show - -(∂q (X 0)) = C 1
    rw [neg_neg, pderiv_X_self, C_1]
  rw [hX, hX, hX, one, const D hD] at e
  have e' : (0 : Obs) = - -(∂q (D (X 0))) - -(∂p (D (X 1))) := e
  obtain ⟨h, ⟨hq, hp⟩, huniq⟩ :=
    exists_hamiltonian (D (X 0)) (D (X 1)) (by linear_combination -e')
  have gen : ∀ i, D (X i) = innerDer ħ h (X i) := by
    refine Fin.forall_fin_two.2 ⟨?_, ?_⟩
    · rw [hX]
      show _ = -(∂p h)
      rw [hp, neg_neg]
    · rw [hX]
      show _ = - -(∂q h)
      rw [hq, neg_neg]
  have hI := (innerDer_witness hħ h).1
  have main : D = innerDer ħ h := by
    refine LinearMap.ext fun f => ?_
    induction f using MvPolynomial.induction_on with
    | C a => rw [const D hD, const _ hI]
    | add f g hf hg => rw [map_add, map_add, hf, hg]
    | mul_X f i hf =>
      -- the ordinary product with a coordinate is the symmetrised Moyal product
      have sym : f * X i = (1 / 2 : ℂ) • (X i ⋆[ħ] f + f ⋆[ħ] (X i)) := by
        rw [(moyal_coord ħ i f).1, (moyal_coord ħ i f).2, mul_comm f]
        module
      rw [sym]
      simp only [map_smul, map_add, hD, hI, hf, gen]
  refine ⟨h, main, fun k => ⟨fun hk => ?_, ?_⟩⟩
  · have k0 : D (X 0) = -(∂p k) := by rw [hk, hX]; rfl
    have k1 : D (X 1) = - -(∂q k) := by rw [hk, hX]; rfl
    exact huniq k (by rw [k1, neg_neg]) (by rw [k0, neg_neg])
  · rintro ⟨c, rfl⟩
    refine main.trans (LinearMap.ext fun f => ?_)
    have z : innerDer ħ (h + C c) f = innerDer ħ h f - innerDer ħ f (C c) := by
      simp only [innerDer, LinearMap.smul_apply, LinearMap.sub_apply, LinearMap.flip_apply,
        map_add, LinearMap.add_apply]
      module
    rw [z, const _ (innerDer_witness hħ f).1, sub_zero]

end

end MoyalDerivations
```

```lean
#print axioms MoyalDerivations.moyal_derivation_inner
-- 'MoyalDerivations.moyal_derivation_inner' depends on axioms: [propext, Classical.choice, Quot.sound]
```

## Recovering $h$ in a calculation

A computer-algebra routine needs only $Dq$ and $Dp$: check the divergence, then integrate. For the squeeze $Dq=q$, $Dp=-p$, this gives $h=-qp$.

Extending $D$ from the coordinates by the ordinary product rule is correct when $h$ has degree at most two, as for the squeeze, but not in general. For $h=p^3$ that rule gives $Dq^3=-9p^2q^2$, while the Moyal commutator gives $-9p^2q^2+\tfrac32\hbar^2$.
